# Interpolating two single-pole cluster self-energies can create an in-gap state

## Self-energies, propagator and window

All quantities are real. The frequency is $w$, the band energy of the lattice state under study is $e$, and both are measured from the same zero. A cluster self-energy is modelled by one undamped pole at frequency $r$ with residue $a$:

$$\Sigma_r(w)=\frac{a}{w-r},\qquad w\neq r .$$

For $a>0$ this is the self-energy that a level at $e$ acquires by coupling with strength $\sqrt a$ to an auxiliary level at $r$. The residue thus measures how strongly the two levels repel. In Lean, $\Sigma_r(w)$ is `selfEnergy a r w`.

```lean
import Mathlib

open Set

namespace ClusterSelfEnergyInterpolation

noncomputable section

/-- A cluster self-energy with a single pole at frequency `r` and residue `a`,
for frequencies `w ≠ r`. -/
def selfEnergy (a r w : ℝ) : ℝ := a / (w - r)
```

Two such self-energies, with equal residues and poles at $p$ and $-p$, are interpolated with a weight $q$:

$$\Sigma_{\rm mix}(w)=q\,\Sigma_p(w)+(1-q)\,\Sigma_{-p}(w).$$

They stand for the results at two cluster momenta, and $q$ for the position of a lattice momentum between them. Here $p$, $a$ and $q$ are given numbers; no cluster problem is solved.

```lean
/-- The interpolation, with weights `q` and `1 - q`, of two cluster self-energies with poles
at `p` and `-p`, for frequencies `w` different from `p` and `-p`. -/
def mixedSelfEnergy (q a p w : ℝ) : ℝ :=
  q * selfEnergy a p w + (1 - q) * selfEnergy a (-p) w
```

The inverse lattice propagator for a self-energy $S$ is $w-e-S(w)$. Write $D_r(e,w)$ for it when $S=\Sigma_r$, and $D_{\rm mix}(e,w)$ when $S=\Sigma_{\rm mix}$. A zero in $w$, away from the self-energy poles, is a one-particle excitation of infinite lifetime. The Lean function `invGreen` takes the whole function $S$ as its first argument, so one definition serves both cases.

```lean
/-- The inverse lattice propagator `w - e - S(w)` at band energy `e` for a self-energy `S`. -/
def invGreen (S : ℝ → ℝ) (e w : ℝ) : ℝ := w - e - S w
```

The window is the open interval $(-p,p)$ between the two poles, written `Ioo (-p) p`. Below, "in-gap" means inside this window. The window is free of excitations for both single-pole self-energies only under the condition of part (g).

## (a) One pole, two frequencies on the same side

Let $a>0$ and $u<v$, with $u$ and $v$ on the same side of $r$. Show that the self-energy decreases from $u$ to $v$:

$$\Sigma_r(v)<\Sigma_r(u).$$

Put the difference over a common denominator:

$$\frac{a}{u-r}-\frac{a}{v-r}=\frac{a\,(v-u)}{(u-r)(v-r)} .$$

The numerator is positive, and the denominator is positive because both factors have the same sign.

Lean expresses "same side" as `0 < (u - r) * (v - r)`, which also keeps both frequencies off the pole. The identity is `key` and its sign is `hpos`.

```lean
/-- A single-pole self-energy with positive residue decreases between two frequencies on the
same side of its pole. -/
theorem selfEnergy_lt {a r u v : ℝ} (ha : 0 < a) (huv : u < v)
    (h : 0 < (u - r) * (v - r)) : selfEnergy a r v < selfEnergy a r u := by
  have hu : u - r ≠ 0 := left_ne_zero_of_mul h.ne'
  have hv : v - r ≠ 0 := right_ne_zero_of_mul h.ne'
  have key : a / (u - r) - a / (v - r) = a * (v - u) / ((u - r) * (v - r)) := by
    rw [div_sub_div _ _ hu hv]
    congr 1
    ring
  have hpos : 0 < a * (v - u) / ((u - r) * (v - r)) :=
    div_pos (mul_pos ha (sub_pos.2 huv)) h
  simp only [selfEnergy]
  linarith
```

## (b) Monotonicity between the poles

Let $a>0$ and $0\le q\le 1$. Show that for $-p<u<v<p$

$$D_{\rm mix}(e,u)<D_{\rm mix}(e,v).$$

Both frequencies lie below the pole at $p$ and above the pole at $-p$, so part (a) applies to each term. Then

$$D_{\rm mix}(e,v)-D_{\rm mix}(e,u)=(v-u)+q\,[\Sigma_p(u)-\Sigma_p(v)]+(1-q)\,[\Sigma_{-p}(u)-\Sigma_{-p}(v)] .$$

The brackets are positive and the weights non-negative. The term $v-u$ makes the sum strictly positive, even when one weight vanishes.

`StrictMonoOn` states this for all pairs in the window. In the proof, `h1` and `h2` are the two uses of part (a), `h3` and `h4` multiply them by the weights, and `linarith` adds everything up.

```lean
/-- Between the two self-energy poles the interpolated inverse propagator increases strictly
with frequency. -/
theorem invGreen_mixed_strictMonoOn {q a p : ℝ} (e : ℝ) (ha : 0 < a) (hq0 : 0 ≤ q)
    (hq1 : q ≤ 1) : StrictMonoOn (invGreen (mixedSelfEnergy q a p) e) (Ioo (-p) p) := by
  intro u hu v hv huv
  have h1 : selfEnergy a p v < selfEnergy a p u :=
    selfEnergy_lt ha huv
      (mul_pos_of_neg_of_neg (by linarith [hu.2]) (by linarith [hv.2]))
  have h2 : selfEnergy a (-p) v < selfEnergy a (-p) u :=
    selfEnergy_lt ha huv (mul_pos (by linarith [hu.1]) (by linarith [hv.1]))
  have h3 := mul_le_mul_of_nonneg_left h1.le hq0
  have h4 := mul_le_mul_of_nonneg_left h2.le (sub_nonneg.2 hq1)
  simp only [invGreen, mixedSelfEnergy]
  linarith
```

## (c) The interpolated self-energy in the window

Let $p>0$, $a>0$ and $0<q<1$. Show that for every real $e$ there is exactly one $w$ with

$$-p<w<p,\qquad D_{\rm mix}(e,w)=0 .$$

Multiply $D_{\rm mix}(e,w)$ by $(w-p)(w+p)$, which is non-zero inside the window. This gives the cubic

$$N(w)=(w-e)(w-p)(w+p)-qa(w+p)-(1-q)a(w-p),$$

with end values

$$N(-p)=2p(1-q)a>0,\qquad N(p)=-2pqa<0 .$$

By the intermediate value theorem $N$ vanishes at some $w$ strictly inside, and there $D_{\rm mix}(e,w)=0$. A second zero would contradict part (b). The band energy drops out of both end values, which is why no condition on $e$ is needed. Both weights must be non-zero for the two strict signs.

In Lean, `∃!` means "exactly one". The end values enter through `h0`, and `intermediate_value_Ioo'` is the version of the theorem for a function that is larger at the left end. The step `key` returns from the cubic to the propagator, and `injOn`, drawn from part (b), gives uniqueness.

```lean
/-- For every band energy the interpolated self-energy produces exactly one excitation
between its two poles. -/
theorem existsUnique_inGap_state {q a p : ℝ} (e : ℝ) (hp : 0 < p) (ha : 0 < a)
    (hq0 : 0 < q) (hq1 : q < 1) :
    ∃! w, w ∈ Ioo (-p) p ∧ invGreen (mixedSelfEnergy q a p) e w = 0 := by
  -- the numerator of the inverse propagator changes sign across the gap
  have hc : ContinuousOn (fun w : ℝ => (w - e) * (w - p) * (w + p) - q * a * (w + p)
      - (1 - q) * a * (w - p)) (Icc (-p) p) := by fun_prop
  have hl : 0 < p * (q * a) := mul_pos hp (mul_pos hq0 ha)
  have hr : 0 < p * ((1 - q) * a) := mul_pos hp (mul_pos (sub_pos.2 hq1) ha)
  have h0 : (0 : ℝ) ∈ Ioo
      ((p - e) * (p - p) * (p + p) - q * a * (p + p) - (1 - q) * a * (p - p))
      ((-p - e) * (-p - p) * (-p + p) - q * a * (-p + p) - (1 - q) * a * (-p - p)) :=
    ⟨by linarith, by linarith⟩
  obtain ⟨w, hw, hz⟩ := intermediate_value_Ioo' (by linarith : -p ≤ p) hc h0
  have hz' : (w - e) * (w - p) * (w + p) - q * a * (w + p) - (1 - q) * a * (w - p) = 0 := hz
  have h1 : w - p ≠ 0 := (sub_neg.2 hw.2).ne
  have h2 : w - -p ≠ 0 := (sub_pos.2 hw.1).ne'
  have hx := div_mul_cancel₀ a h1
  have hy := div_mul_cancel₀ a h2
  have key : invGreen (mixedSelfEnergy q a p) e w * ((w - p) * (w - -p)) = 0 := by
    simp only [invGreen, mixedSelfEnergy, selfEnergy]
    linear_combination hz' - q * (w + p) * hx - (1 - q) * (w - p) * hy
  have hzero := (mul_eq_zero.1 key).resolve_right (mul_ne_zero h1 h2)
  -- uniqueness comes from strict monotonicity
  refine ⟨w, ⟨hw, hzero⟩, ?_⟩
  rintro v ⟨hv, hvz⟩
  exact (invGreen_mixed_strictMonoOn e ha hq0.le hq1.le).injOn hv hw (hvz.trans hzero.symm)
```

## (d) The pole at $p$ alone

Let $p>0$ and $a>0$. Show that $D_p(e,w)$ has no zero with $-p<w<p$ if and only if

$$2p(p+e)\le a .$$

Away from the pole, $D_p(e,w)=0$ is equivalent to $P(w)=0$ with $P(w)=(w-e)(w-p)-a$.

Suppose first that the inequality fails. Then $P(-p)=2p(p+e)-a>0$ and $P(p)=-a<0$, so $P$ has a zero inside the window, and the window is not empty of excitations.

Suppose now that the inequality holds and that $w$ is a zero in the window. Then $(e-w)(p-w)=a>0$. Since $p-w>0$, also $e-w>0$. Expanding gives

$$2p(p+e)-a=(w+p)\,[(e-w)+2p]>0,$$

which contradicts the inequality. At equality the zero sits at $w=-p$, on the edge of the open window.

The two halves of the Lean proof follow these two paragraphs. The facts `hprod` and `hew` are the product equation and the sign of $e-w$; the last `nlinarith` finds the final contradiction from the products it is given.

```lean
/-- With the self-energy pole at `p` alone, the window `(-p, p)` is free of excitations at
band energy `e` exactly when `2p(p + e) ≤ a`. -/
theorem upper_gap_iff {a p e : ℝ} (hp : 0 < p) (ha : 0 < a) :
    (∀ w ∈ Ioo (-p) p, invGreen (selfEnergy a p) e w ≠ 0) ↔ 2 * p * (p + e) ≤ a := by
  constructor
  · intro h
    by_contra hn
    have hlt := not_le.1 hn
    have hc : ContinuousOn (fun w : ℝ => (w - e) * (w - p) - a) (Icc (-p) p) := by fun_prop
    have h0 : (0 : ℝ) ∈ Ioo ((p - e) * (p - p) - a) ((-p - e) * (-p - p) - a) :=
      ⟨by linarith, by linarith⟩
    obtain ⟨w, hw, hz⟩ := intermediate_value_Ioo' (by linarith : -p ≤ p) hc h0
    have hz' : (w - e) * (w - p) - a = 0 := hz
    have hne : w - p ≠ 0 := (sub_neg.2 hw.2).ne
    have hx := div_mul_cancel₀ a hne
    have key : invGreen (selfEnergy a p) e w * (w - p) = 0 := by
      simp only [invGreen, selfEnergy]
      linear_combination hz' - hx
    exact h w hw ((mul_eq_zero.1 key).resolve_right hne)
  · intro h w hw hz
    have hx := div_mul_cancel₀ a (sub_neg.2 hw.2).ne
    have hprod : (e - w) * (p - w) = a := by
      simp only [invGreen, selfEnergy] at hz
      linear_combination (w - p) * hz + hx
    have hpw : 0 < p - w := sub_pos.2 hw.2
    have hwp : 0 < w + p := by linarith [hw.1]
    have hew : 0 < e - w := by
      by_contra hn
      nlinarith [mul_nonneg (sub_nonneg.2 (not_lt.1 hn)) hpw.le]
    nlinarith [mul_pos hew hwp, mul_pos hp hwp]
```

## (e) Particle-hole reflection

Show that reversing the frequency, the band energy and the pole position reverses the sign of the inverse propagator:

$$D_{-p}(e,w)=-D_p(-e,-w).$$

Insert the definitions on the right:

$$-\left(-w+e-\frac{a}{-w-p}\right)=w-e+\frac{a}{-w-p}=w-e-\frac{a}{w+p}.$$

This is the left side. The Lean statement puts no condition on $w$; at the pole $w=-p$ it holds only through Lean's convention $a/0=0$ and has no physical content.

```lean
/-- Particle-hole reflection: reversing frequency, band energy and pole position reverses the
sign of the inverse propagator. -/
theorem invGreen_reflect (a p e w : ℝ) :
    invGreen (selfEnergy a (-p)) e w = -invGreen (selfEnergy a p) (-e) (-w) := by
  have h : a / (-w - p) = -(a / (w - -p)) := by
    rw [← div_neg]
    congr 1
    ring
  simp only [invGreen, selfEnergy]
  rw [h]
  ring
```

## (f) The pole at $-p$ alone

Let $p>0$ and $a>0$. Show that $D_{-p}(e,w)$ has no zero with $-p<w<p$ if and only if

$$2p(p-e)\le a .$$

By part (e), $w$ is a zero of $D_{-p}(e,\cdot)$ exactly when $-w$ is a zero of $D_p(-e,\cdot)$. The window is symmetric, so one function is free of zeros there exactly when the other is. Part (d) with $-e$ in place of $e$ gives the condition.

The first `rw` brings the inequality into the form of part (d) and replaces it by the statement about zeros. The two bullets then carry a zero from $w$ to $-w$, once in each direction.

```lean
/-- With the self-energy pole at `-p` alone, the window `(-p, p)` is free of excitations at
band energy `e` exactly when `2p(p - e) ≤ a`. -/
theorem lower_gap_iff {a p e : ℝ} (hp : 0 < p) (ha : 0 < a) :
    (∀ w ∈ Ioo (-p) p, invGreen (selfEnergy a (-p)) e w ≠ 0) ↔ 2 * p * (p - e) ≤ a := by
  rw [show 2 * p * (p - e) = 2 * p * (p + -e) by ring, ← upper_gap_iff hp ha]
  constructor
  · intro h w hw hz
    apply h (-w) ⟨by linarith [hw.2], by linarith [hw.1]⟩
    rw [invGreen_reflect, neg_neg, hz, neg_zero]
  · intro h w hw hz
    rw [invGreen_reflect] at hz
    exact h (-w) ⟨by linarith [hw.2], by linarith [hw.1]⟩ (neg_eq_zero.1 hz)
```

## (g) Two empty windows and one filled one

Let $p>0$, $0<q<1$ and

$$2p\,(p+|e|)\le a .$$

Show that neither $D_p(e,w)$ nor $D_{-p}(e,w)$ vanishes for $-p<w<p$, while $D_{\rm mix}(e,w)$ vanishes there exactly once.

The left side of the condition is positive, so $a>0$. Since $e\le|e|$ and $-e\le|e|$, the condition implies those of parts (d) and (f), and both single-pole windows are empty. Part (c) supplies the one zero of the interpolation.

Physically, the condition says that the level repulsion is strong enough to push the excitations of either single-pole problem out of the window. At $e=0$ it reads $a\ge 2p^2$. For a band with $|e|\le W$, imposing it at $|e|=W$ covers every band energy at once.

This bears on cluster extensions of dynamical mean-field theory in which the lattice self-energy is interpolated between cluster momenta: in the present model, with one undamped pole per self-energy and equal residues, the interpolation puts a state into a window that both of its inputs leave empty. In that sense the state is spurious.

The Lean theorem is a conjunction of the three claims. Its proof derives `hapos`, uses `h1` and `h2` for the two comparisons with $|e|$, and assembles the earlier parts.

```lean
/-- If `2p(p + |e|) ≤ a`, neither cluster self-energy alone gives an excitation in `(-p, p)`
at band energy `e`, but their interpolation gives exactly one. -/
theorem interpolation_creates_inGap_state {q a p e : ℝ} (hp : 0 < p)
    (ha : 2 * p * (p + |e|) ≤ a) (hq0 : 0 < q) (hq1 : q < 1) :
    (∀ w ∈ Ioo (-p) p, invGreen (selfEnergy a p) e w ≠ 0) ∧
    (∀ w ∈ Ioo (-p) p, invGreen (selfEnergy a (-p)) e w ≠ 0) ∧
    ∃! w, w ∈ Ioo (-p) p ∧ invGreen (mixedSelfEnergy q a p) e w = 0 := by
  have hapos : 0 < a := lt_of_lt_of_le (by positivity) ha
  have h1 : 0 ≤ p * (|e| - e) := mul_nonneg hp.le (by linarith [le_abs_self e])
  have h2 : 0 ≤ p * (|e| + e) := mul_nonneg hp.le (by linarith [neg_abs_le e])
  exact ⟨(upper_gap_iff hp hapos).2 (by linarith), (lower_gap_iff hp hapos).2 (by linarith),
    existsUnique_inGap_state e hp hapos hq0 hq1⟩
```

## (h) The in-gap state and the band energy at fixed weight

Let $a>0$ and $0\le q\le1$. Let $w_1$ and $w_2$ in the window be zeros of $D_{\rm mix}$ at band energies $e_1<e_2$. Show that

$$w_1<w_2 .$$

The band energy enters only through $-e$, so

$$D_{\rm mix}(e_1,w_2)=D_{\rm mix}(e_2,w_2)+(e_2-e_1)=e_2-e_1>0=D_{\rm mix}(e_1,w_1).$$

By part (b), the larger value belongs to the larger frequency. At fixed $q$ the in-gap state therefore moves upwards with the band energy. Between two cluster momenta $q$ changes as well, so this alone does not give the dispersion with momentum.

The theorem takes the two zeros as given; part (c) provides them when $p>0$ and $0<q<1$. The lemma `lt_iff_lt` turns the comparison of frequencies into one of function values.

```lean
/-- The energy of the in-gap excitation rises strictly with the band energy. -/
theorem inGap_state_disperses {q a p e₁ e₂ w₁ w₂ : ℝ} (ha : 0 < a) (hq0 : 0 ≤ q)
    (hq1 : q ≤ 1) (hw₁ : w₁ ∈ Ioo (-p) p) (hw₂ : w₂ ∈ Ioo (-p) p)
    (h₁ : invGreen (mixedSelfEnergy q a p) e₁ w₁ = 0)
    (h₂ : invGreen (mixedSelfEnergy q a p) e₂ w₂ = 0) (he : e₁ < e₂) : w₁ < w₂ := by
  apply ((invGreen_mixed_strictMonoOn e₁ ha hq0 hq1).lt_iff_lt hw₁ hw₂).1
  simp only [invGreen] at h₁ h₂ ⊢
  linarith
```

## (i) The state at zero frequency

Let $p\neq0$. Show that $D_{\rm mix}(e,0)=0$ if and only if

$$p\,e=(2q-1)\,a .$$

At $w=0$ the two pole terms are $-a/p$ and $a/p$, so

$$D_{\rm mix}(e,0)=-e+q\,\frac ap-(1-q)\,\frac ap=-e+(2q-1)\,\frac ap .$$

Multiplying by $p\neq0$ gives the equivalence. Under the hypotheses of part (c), zero frequency lies in the window, so this is the band energy at which the single in-gap state crosses it. With equal weights, $q=\tfrac12$, the crossing is at $e=0$.

The Lean proof names the quotient $a/p$ as `y`, keeps the relation $yp=a$ in `hz`, and checks both directions by linear algebra.

```lean
/-- The interpolated inverse propagator vanishes at zero frequency exactly when the band
energy satisfies `p e = (2q - 1) a`. -/
theorem zero_frequency_iff {q a p e : ℝ} (hp : p ≠ 0) :
    invGreen (mixedSelfEnergy q a p) e 0 = 0 ↔ p * e = (2 * q - 1) * a := by
  have hz := div_mul_cancel₀ a hp
  simp only [invGreen, mixedSelfEnergy, selfEnergy]
  rw [zero_sub p, zero_sub (-p), neg_neg, div_neg]
  generalize a / p = y at hz ⊢
  constructor
  · intro h
    linear_combination (-p) * h + (2 * q - 1) * hz
  · intro h
    apply mul_left_cancel₀ hp
    linear_combination (2 * q - 1) * hz - h

end

end ClusterSelfEnergyInterpolation
```

```lean
#print axioms ClusterSelfEnergyInterpolation.interpolation_creates_inGap_state
-- 'ClusterSelfEnergyInterpolation.interpolation_creates_inGap_state' depends on axioms: [propext, Classical.choice, Quot.sound]
#print axioms ClusterSelfEnergyInterpolation.inGap_state_disperses
-- 'ClusterSelfEnergyInterpolation.inGap_state_disperses' depends on axioms: [propext, Classical.choice, Quot.sound]
#print axioms ClusterSelfEnergyInterpolation.zero_frequency_iff
-- 'ClusterSelfEnergyInterpolation.zero_frequency_iff' depends on axioms: [propext, Classical.choice, Quot.sound]
```
